# The density matrix of an odd-electron determinant lies at squared Frobenius distance at least 2 from its time reverse

## Density matrices and time reversal

A Slater determinant of $N$ electrons in $n$ orthonormal spin orbitals has a one-particle density matrix $P$, an orthogonal projector of rank $N$: $P^\dagger=P=P^2$. Time reversal acts on orbital coefficients as $v\mapsto U\bar v$, where the bar is entrywise complex conjugation and $U$ is unitary. For spin-½ particles it squares to $-1$, so $U\bar U=-1$. The time-reversed density matrix is $Q=U\bar PU^\dagger$. Distances use the squared Frobenius norm $\|A\|^2=\sum_{ij}|A_{ij}|^2=\mathrm{tr}(A^\dagger A)$.

If $N$ is odd, how close can $P$ come to $Q$?

## The bound and its Lean statement

For odd $N$, $\mathrm{tr}(PQ)$ is real, and

$$\mathrm{tr}(PQ)\le N-1,\qquad \|P-Q\|^2\ge 2 .$$

An unrestricted or generalised Hartree–Fock determinant with an odd electron number, in a finite basis, therefore always breaks time reversal by a finite amount.

This is `odd_determinant_breaks_time_reversal`. There `n` is the finite set labelling the spin orbitals, not their number. `conjM` is the bar, `ᴴ` the dagger, `timeReversed U P` is $Q$, and `frobSq` is the squared norm. The hypotheses `hU` and `hK` describe time reversal; `hP`, `hPP` and `hr` make $P$ a projector of rank $N$; `hN` makes $N$ odd. The trace is a complex number, so its imaginary and real parts are treated separately.

Identifying $P$ with the density matrix of an actual calculation is left to the user: it requires a single determinant and an orthonormal basis closed under time reversal. No Hamiltonian enters, so the theorem says nothing about energies. Fractional occupations are excluded: a direct calculation, separate from the Lean code, shows that $\mathrm{diag}(1,1,\tfrac12,\tfrac12)$, with trace 3, equals its time reverse under the `spinFlip` matrix below.

## Derivation from the orbital overlaps

**Orbitals.** Diagonalise $P=WDW^\dagger$. From $P^2=P$ follows $D^2=D$, so the eigenvalues are 0 or 1, and $N$ of them are 1. Let the columns of $C$ be the corresponding eigenvectors. Then $C^\dagger C=1$ and $CC^\dagger=P$. The reversed orbitals $A=U\bar C$ satisfy $A^\dagger A=\overline{C^\dagger C}=1$ and $AA^\dagger=Q$.

**Zero overlap.** Unitarity and $U\bar U=-1$ give $\bar U=-U^\dagger$, hence $U^T=-U$. The overlap matrix $M=C^\dagger A=C^\dagger U\bar C$ obeys
$$M^T=C^\dagger U^T\bar C=-M .$$
So $\det M=(-1)^N\det M=-\det M$, and $\det M=0$. This is the overlap of the determinant with its time reverse.

**Norm of $M$.** Choose $x\ne0$ with $Mx=0$, and let $B=A-CM$, the part of $A$ outside the span of $C$. Then
$$B^\dagger B=1-M^\dagger M,\qquad \|B\|^2=N-\|M\|^2 .$$
Since $Bx=Ax$ and $A$ preserves lengths,
$$\|x\|^2=\|Bx\|^2\le\|B\|^2\|x\|^2 .$$
Thus $\|B\|^2\ge1$ and $\|M\|^2\le N-1$.

**Traces.** Cyclicity gives $\mathrm{tr}(PQ)=\mathrm{tr}(C^\dagger AA^\dagger C)=\|M\|^2$, which is real. Since $P$ and $Q$ are projectors of trace $N$,
$$\|P-Q\|^2=2N-2\,\mathrm{tr}(PQ)\ge2 .$$

## One electron

For $N=1$ the bound reads $\mathrm{tr}(PQ)\le0$. The trace is a squared modulus, so it vanishes: an orbital is orthogonal to its Kramers partner, and $\|P-Q\|^2=2$ exactly.

## The Lean file

```lean
import Mathlib

open Matrix

namespace OddElectronTimeReversal

noncomputable section

variable {m n l : Type*} [Fintype m] [Fintype n] {N : ℕ}

/-- The entrywise complex conjugate of a matrix. -/
def conjM (A : Matrix m n ℂ) : Matrix m n ℂ := A.map (starRingEnd ℂ)

/-- The time-reversed density matrix `U conj(P) U†`. -/
def timeReversed (U P : Matrix n n ℂ) : Matrix n n ℂ := U * conjM P * Uᴴ

/-- The squared Frobenius norm, the sum of the squared moduli of all entries. -/
def frobSq (A : Matrix m n ℂ) : ℝ := ∑ i, ∑ j, ‖A i j‖ ^ 2

/-- The squared Frobenius norm of `A` is the trace of `A† A`. -/
theorem trace_eq_frobSq (A : Matrix m n ℂ) : (Aᴴ * A).trace = (frobSq A : ℂ) := by
  have h : frobSq A = ∑ j, ∑ i, ‖A i j‖ ^ 2 := Finset.sum_comm
  rw [h]
  simp only [Matrix.trace, Matrix.diag_apply, Matrix.mul_apply, Matrix.conjTranspose_apply,
    Complex.ofReal_sum, Complex.ofReal_pow]
  exact Finset.sum_congr rfl fun j _ => Finset.sum_congr rfl fun i _ => Complex.conj_mul' _

/-- The Frobenius norm is submultiplicative. -/
theorem frobSq_mul_le [Fintype l] (B : Matrix m n ℂ) (X : Matrix n l ℂ) :
    frobSq (B * X) ≤ frobSq B * frobSq X := by
  have hX : frobSq X = ∑ j, ∑ k, ‖X k j‖ ^ 2 := Finset.sum_comm
  rw [hX]
  unfold frobSq
  rw [Finset.sum_mul_sum]
  refine Finset.sum_le_sum fun i _ => Finset.sum_le_sum fun j _ => ?_
  refine le_trans ?_ (Finset.sum_mul_sq_le_sq_mul_sq _ _ _)
  rw [Matrix.mul_apply]
  refine pow_le_pow_left₀ (norm_nonneg _) ?_ 2
  exact (norm_sum_le _ _).trans_eq (Finset.sum_congr rfl fun k _ => norm_mul _ _)

/-- Overlaps of orthonormal orbitals `C` with the combinations `C X` return `X`. -/
theorem iso_cancel [DecidableEq n] {C : Matrix m n ℂ} (h : Cᴴ * C = 1) (X : Matrix n l ℂ) :
    Cᴴ * (C * X) = X := by
  rw [← Matrix.mul_assoc, h, Matrix.one_mul]

/-- If two sets of `N` orthonormal orbitals have an overlap matrix of determinant zero, the
squared Frobenius norm of that matrix is at most `N - 1`. -/
theorem orthogonal_determinants_bound {C A : Matrix n (Fin N) ℂ} (hC : Cᴴ * C = 1)
    (hA : Aᴴ * A = 1) (hdet : (Cᴴ * A).det = 0) : frobSq (Cᴴ * A) ≤ N - 1 := by
  obtain ⟨x, hx, hMx⟩ := Matrix.exists_mulVec_eq_zero_iff.mpr hdet
  let X : Matrix (Fin N) (Fin 1) ℂ := Matrix.of fun k _ => x k
  have hX : Cᴴ * (A * X) = 0 := by
    rw [← Matrix.mul_assoc]
    ext k j
    exact congrFun hMx k
  -- B is the part of A outside the span of C
  let B := A - C * (Cᴴ * A)
  have hBX : B * X = A * X := by
    simp only [B, Matrix.sub_mul, Matrix.mul_assoc, hX, Matrix.mul_zero, sub_zero]
  have hBB : Bᴴ * B = 1 - (Cᴴ * A)ᴴ * (Cᴴ * A) := by
    simp only [B, conjTranspose_sub, conjTranspose_mul, conjTranspose_conjTranspose,
      Matrix.sub_mul, Matrix.mul_sub, Matrix.mul_assoc, iso_cancel hC (Cᴴ * A), hA,
      sub_self, sub_zero]
  have hB : frobSq B = N - frobSq (Cᴴ * A) := by
    have h : (frobSq B : ℂ) = N - frobSq (Cᴴ * A) := by
      rw [← trace_eq_frobSq, ← trace_eq_frobSq, hBB, trace_sub, trace_one, Fintype.card_fin]
    exact_mod_cast h
  have hAX : frobSq (A * X) = frobSq X := by
    apply Complex.ofReal_injective
    rw [← trace_eq_frobSq, ← trace_eq_frobSq, conjTranspose_mul, Matrix.mul_assoc, iso_cancel hA]
  have hpos : 0 < frobSq X := by
    obtain ⟨k, hk⟩ := Function.ne_iff.mp hx
    have h : frobSq X = ∑ k, ‖x k‖ ^ 2 := by simp [frobSq, X]
    rw [h]
    exact Finset.sum_pos' (fun _ _ => sq_nonneg _)
      ⟨k, Finset.mem_univ k, pow_pos (norm_pos_iff.mpr hk) 2⟩
  have h := frobSq_mul_le B X
  rw [hBX, hAX, hB] at h
  nlinarith [h, hpos]

variable [DecidableEq n]

/-- Every orthogonal projector of rank `N` is the density matrix `C C†` of `N` orthonormal
orbitals, the columns of `C`. -/
theorem exists_orbitals {P : Matrix n n ℂ} (hP : P.IsHermitian) (hPP : P * P = P)
    (hr : P.rank = N) : ∃ C : Matrix n (Fin N) ℂ, Cᴴ * C = 1 ∧ C * Cᴴ = P := by
  obtain ⟨W, d, hW, hs, hc⟩ : ∃ (W : Matrix n n ℂ) (d : n → ℝ), Wᴴ * W = 1 ∧
      P = W * diagonal (fun i => (d i : ℂ)) * Wᴴ ∧ P.rank = Fintype.card {i // d i ≠ 0} := by
    refine ⟨hP.eigenvectorUnitary, hP.eigenvalues,
      Matrix.mem_unitaryGroup_iff'.mp hP.eigenvectorUnitary.2, ?_, ?_⟩
    · have h := hP.spectral_theorem
      rw [Unitary.conjStarAlgAut_apply] at h
      exact h
    · convert hP.rank_eq_card_non_zero_eigs
  obtain ⟨D, hD⟩ : ∃ D, D = diagonal fun i => (d i : ℂ) := ⟨_, rfl⟩
  rw [← hD] at hs
  -- idempotency makes every nonzero occupation equal to one
  have hPW : P * W = W * D := by rw [hs, Matrix.mul_assoc, hW, Matrix.mul_one]
  have hWD : W * (D * D) = W * D := by
    rw [← Matrix.mul_assoc, ← hPW, Matrix.mul_assoc, ← hPW, ← Matrix.mul_assoc, hPP]
  have hDD := iso_cancel hW (D * D)
  rw [hWD, iso_cancel hW, hD] at hDD
  have hd : ∀ k, d k ≠ 0 → d k = 1 := by
    intro k hk
    have h := congrFun (congrFun hDD k) k
    rw [diagonal_mul_diagonal, diagonal_apply_eq, diagonal_apply_eq] at h
    have h' : d k = d k * d k := by exact_mod_cast h
    exact mul_left_cancel₀ hk (by rw [← h', mul_one])
  let e := (Fintype.equivFinOfCardEq (hc.symm.trans hr)).symm
  obtain ⟨f, hf, hf1, hf0⟩ : ∃ f : Fin N → n, Function.Injective f ∧ (∀ a, d (f a) ≠ 0) ∧
      ∀ k, k ∉ Set.range f → d k = 0 :=
    ⟨fun a => (e a).1, fun a b h => e.injective (Subtype.ext h), fun a => (e a).2,
      fun k hk => by_contra fun h => hk ⟨e.symm ⟨k, h⟩, by simp⟩⟩
  refine ⟨W.submatrix id f, ?_, ?_⟩
  · ext a b
    change (Wᴴ * W) (f a) (f b) = _
    rw [hW]
    simp [Matrix.one_apply, hf.eq_iff]
  · ext i j
    rw [hs, hD, Matrix.mul_apply, Matrix.mul_apply]
    exact Fintype.sum_of_injective f hf _ _ (fun k hk => by simp [hf0 k hk])
      fun a => by simp [hd _ (hf1 a)]

/-- For an odd number of orbitals and `U` unitary with `U conj(U) = -1`, the overlap matrix
between the orbitals and their time reverses has determinant zero. -/
theorem odd_overlap_det {U : Matrix n n ℂ} (hU : Uᴴ * U = 1) (hK : U * conjM U = -1)
    (hN : Odd N) (C : Matrix n (Fin N) ℂ) : (Cᴴ * (U * conjM C)).det = 0 := by
  have h1 : Uᴴ = -conjM U := by
    rw [← iso_cancel hU (conjM U), hK, Matrix.mul_neg, Matrix.mul_one, neg_neg]
  have hUT : Uᵀ = -U := by
    ext i j
    have h := congrArg star (congrFun (congrFun h1 i) j)
    simpa [conjM] using h
  -- the overlap matrix inherits the antisymmetry of U
  have hT : (Cᴴ * (U * conjM C))ᵀ = -(Cᴴ * (U * conjM C)) := by
    have a : (conjM C)ᵀ = Cᴴ := rfl
    have b : (Cᴴ)ᵀ = conjM C := rfl
    rw [transpose_mul, transpose_mul, a, b, hUT, Matrix.mul_neg, Matrix.neg_mul, Matrix.mul_assoc]
  have h := congrArg Matrix.det hT
  rw [det_transpose, det_neg, Fintype.card_fin, hN.neg_one_pow] at h
  linear_combination h / 2

/-- Let `P` be an orthogonal projector of odd rank `N` and `U` unitary with `U conj(U) = -1`.
The overlap `tr(PQ)` of `P` with its time reverse `Q` is real and at most `N - 1`, and the
squared Frobenius norm of `P - Q` is at least 2. -/
theorem odd_determinant_breaks_time_reversal {U P : Matrix n n ℂ} (hU : Uᴴ * U = 1)
    (hK : U * conjM U = -1) (hP : P.IsHermitian) (hPP : P * P = P) (hr : P.rank = N)
    (hN : Odd N) :
    (P * timeReversed U P).trace.im = 0 ∧ (P * timeReversed U P).trace.re ≤ N - 1 ∧
      2 ≤ frobSq (P - timeReversed U P) := by
  obtain ⟨C, hC, hCP⟩ := exists_orbitals hP hPP hr
  obtain ⟨A, hAU⟩ : ∃ A, A = U * conjM C := ⟨_, rfl⟩
  have hA : Aᴴ * A = 1 := by
    have a : (conjM C)ᴴ = Cᵀ := by ext i j; simp [conjM]
    have b : conjM C = (Cᴴ)ᵀ := rfl
    rw [hAU, conjTranspose_mul, Matrix.mul_assoc, iso_cancel hU, a, b, ← transpose_mul, hC,
      transpose_one]
  have hQ : timeReversed U P = A * Aᴴ := by
    have h : conjM (C * Cᴴ) = conjM C * (conjM C)ᴴ := Matrix.map_mul
    rw [timeReversed, ← hCP, h, hAU, conjTranspose_mul]
    simp only [Matrix.mul_assoc]
  have hb := orthogonal_determinants_bound hC hA (by rw [hAU]; exact odd_overlap_det hU hK hN C)
  have ht : (P * (A * Aᴴ)).trace = (frobSq (Cᴴ * A) : ℂ) := by
    rw [← trace_eq_frobSq, ← hCP, ← Matrix.mul_assoc, trace_mul_comm, conjTranspose_mul,
      conjTranspose_conjTranspose]
    simp only [Matrix.mul_assoc]
  -- the squared distance is 2N - 2 tr(PQ)
  have e : (P - A * Aᴴ)ᴴ * (P - A * Aᴴ) = P + A * Aᴴ - P * (A * Aᴴ) - A * Aᴴ * P := by
    rw [conjTranspose_sub, conjTranspose_mul, conjTranspose_conjTranspose, hP.eq, Matrix.sub_mul,
      Matrix.mul_sub, Matrix.mul_sub, hPP, Matrix.mul_assoc A Aᴴ (A * Aᴴ), iso_cancel hA]
    abel
  have hPt : P.trace = N := by rw [← hCP, trace_mul_comm, hC, trace_one, Fintype.card_fin]
  have hQt : (A * Aᴴ).trace = N := by rw [trace_mul_comm, hA, trace_one, Fintype.card_fin]
  have hdist : frobSq (P - A * Aᴴ) = 2 * N - 2 * frobSq (Cᴴ * A) := by
    have h : (frobSq (P - A * Aᴴ) : ℂ) = 2 * N - 2 * frobSq (Cᴴ * A) := by
      rw [← trace_eq_frobSq, e, trace_sub, trace_sub, trace_add,
        trace_mul_comm (A * Aᴴ) P, ht, hPt, hQt]
      ring
    exact_mod_cast h
  rw [hQ, ht, hdist, Complex.ofReal_im, Complex.ofReal_re]
  exact ⟨rfl, hb, by linarith⟩

/-- The matrix `U` of time reversal for two real spatial orbitals, each with spin up and down. -/
def spinFlip : Matrix (Fin 4) (Fin 4) ℂ :=
  !![0, 1, 0, 0; -1, 0, 0, 0; 0, 0, 0, 1; 0, 0, -1, 0]

/-- Three electrons: one doubly occupied orbital and one spin-up electron in the other. -/
def openShell : Matrix (Fin 4) (Fin 4) ℂ := diagonal ![1, 1, 1, 0]

/-- The three-electron open shell meets all hypotheses of the main theorem and attains both
bounds: `tr(PQ) = 2` and the squared Frobenius norm of `P - Q` is 2. -/
theorem openShell_witness :
    spinFlipᴴ * spinFlip = 1 ∧ spinFlip * conjM spinFlip = -1 ∧ openShell.IsHermitian ∧
      openShell * openShell = openShell ∧ openShell.rank = 3 ∧
      (openShell * timeReversed spinFlip openShell).trace = 2 ∧
      frobSq (openShell - timeReversed spinFlip openShell) = 2 := by
  have hQ : timeReversed spinFlip openShell = diagonal ![1, 1, 0, 1] := by
    ext i j
    simp only [timeReversed, conjM, Matrix.mul_apply, Matrix.map_apply,
      Matrix.conjTranspose_apply, Fin.sum_univ_four]
    fin_cases i <;> fin_cases j <;> simp [spinFlip, openShell]
  rw [hQ]
  refine ⟨?_, ?_, ?_, ?_, ?_, ?_, ?_⟩
  · ext i j
    fin_cases i <;> fin_cases j <;> simp [spinFlip, Matrix.mul_apply, Fin.sum_univ_succ]
  · ext i j
    fin_cases i <;> fin_cases j <;> simp [spinFlip, conjM, Matrix.mul_apply, Fin.sum_univ_succ]
  · ext i j
    fin_cases i <;> fin_cases j <;> simp [openShell]
  · ext i j
    fin_cases i <;> fin_cases j <;> simp [openShell]
  · rw [openShell, Matrix.rank_diagonal, Fintype.card_of_subtype ({0, 1, 2} : Finset (Fin 4))
      (by intro i; fin_cases i <;> simp)]
    rfl
  · rw [openShell, diagonal_mul_diagonal, trace_diagonal]
    simp [Fin.sum_univ_four, one_add_one_eq_two]
  · apply Complex.ofReal_injective
    rw [← trace_eq_frobSq, openShell, diagonal_sub, diagonal_conjTranspose,
      diagonal_mul_diagonal, trace_diagonal]
    simp [Fin.sum_univ_four, one_add_one_eq_two]

end

end OddElectronTimeReversal
```

```lean
#print axioms OddElectronTimeReversal.odd_determinant_breaks_time_reversal
```

```
'OddElectronTimeReversal.odd_determinant_breaks_time_reversal' depends on axioms: [propext, Classical.choice, Quot.sound]
```

## From orbitals to the bound in Lean

`exists_orbitals` obtains $C$ from Mathlib's spectral theorem. The map `f` lists the nonzero eigenvalues, and `submatrix` keeps their eigenvectors.

`odd_overlap_det` proves the antisymmetry of $U$ and then of $M$; its last line solves $\det M=-\det M$.

`orthogonal_determinants_bound` holds for any two sets of $N$ orthonormal orbitals with $\det M=0$, whether or not time reversal relates them. It stores $x$, which is not normalised, as a one-column matrix `X`, so that `frobSq` also measures its length. The inequality for $\|Bx\|^2$ is `frobSq_mul_le`, which rests on Cauchy–Schwarz, and `nlinarith` removes the positive factor $\|x\|^2$.

The main theorem combines these results, using `trace_eq_frobSq` to turn complex traces into real norms.

`openShell_witness` takes two real spatial orbitals, with spin orbitals ordered up, down, up, down, with $P=\mathrm{diag}(1,1,1,0)$. Time reversal flips the unpaired spin, so $Q=\mathrm{diag}(1,1,0,1)$. All hypotheses hold, and both bounds are attained: $\mathrm{tr}(PQ)=2$ and $\|P-Q\|^2=2$.
